# Conservation, stability and growth in leapfrog propagation with a bounded Hermitian Hamiltonian

A leapfrog trajectory is modelled here as a whole sequence of states $\psi_0,\psi_1,\psi_2,\dots$ in a complex inner-product space $V$, related by

$$\psi_{n+2}=\psi_n-2i\,dt\,H\psi_{n+1}.$$

The first two states are free data; $\psi_1$ need not come from an accurate first step. The Hamiltonian $H$ is a bounded, time-independent Hermitian operator, $dt$ is the real time step, and $\hbar=1$. Inner products are conjugate-linear in the first argument.

For excitons, this setting covers real-time propagation with a Bethe-Salpeter Hamiltonian built from real quasiparticle energies and static screening, in a finite basis and the Tamm-Dancoff approximation, where the matrix is Hermitian. For such a matrix $\|H\|$ is the largest modulus of an eigenvalue, a standard fact not proved in the code below. Together with it, the results show for $dt\ge0$ that all trajectories stay bounded exactly when $dt\|H\|<1$.

## The conserved form and the time-step limit

For successive states $a=\psi_n$ and $b=\psi_{n+1}$, define

$$Q(a,b)=\|b\|^2+\|a\|^2-2\,dt\,\mathrm{Im}\langle b,Ha\rangle .$$

The next state is $c=a-2i\,dt\,Hb$. Expanding gives

$$\|c\|^2=\|a\|^2+4\,dt\,\mathrm{Im}\langle a,Hb\rangle+4\,dt^2\|Hb\|^2,$$
$$\mathrm{Im}\langle c,Hb\rangle=\mathrm{Im}\langle a,Hb\rangle+2\,dt\,\|Hb\|^2 .$$

In $Q(b,c)$ the $\|Hb\|^2$ terms cancel, leaving $\|a\|^2+\|b\|^2+2\,dt\,\mathrm{Im}\langle a,Hb\rangle$. Hermiticity gives $\mathrm{Im}\langle a,Hb\rangle=\mathrm{Im}\langle Ha,b\rangle=-\mathrm{Im}\langle b,Ha\rangle$, so $Q(b,c)=Q(a,b)$.

Now let $dt\ge0$, $s=dt\|H\|<1$ and $S_n=\|\psi_n\|^2+\|\psi_{n+1}\|^2$. By Cauchy-Schwarz and $2\|a\|\|b\|\le\|a\|^2+\|b\|^2$, the form differs from $S_n$ by at most $sS_n$. Hence

$$(1-s)S_n\le Q(\psi_n,\psi_{n+1})=Q(\psi_0,\psi_1)\le(1+s)S_0,$$

and therefore $S_n\le\frac{1+s}{1-s}S_0$. Since $\|\psi_n\|^2\le S_n$, each squared norm obeys the same bound.

For growth, take $Hv=Ev$ with $v\ne0$, and put $x=dt\,E$. The sequence $z^nv$ is a trajectory if $z^2=1-2ixz$. Writing $z=-iw$ turns this into $w^2-2xw+1=0$. For $|x|\ge1$ the roots are real, and the larger in modulus has $|w|=|x|+\sqrt{x^2-1}$. This exceeds 1 when $|x|>1$, so the norm grows exponentially.

At $|x|=1$ the root $z=-ix$ is double and $z^2=-1$. Then $nz^nv$ is also a trajectory, because

$$nz^n-2ix(n+1)z^{n+1}=nz^n+2(n+1)z^{n+2}=(n+2)z^{n+2}.$$

Its norm is $n\|v\|$, which grows linearly.

## Trajectories and the leapfrog norm in Lean

The space `V` may have any dimension, and completeness is not required.

```lean
import Mathlib

open Complex Filter

namespace LeapfrogPropagation

noncomputable section

variable {V : Type*} [NormedAddCommGroup V] [InnerProductSpace ℂ V]
```

The type `V →L[ℂ] V` makes $H$ a bounded linear operator. The predicate `IsLeapfrog` is the recurrence in exact arithmetic, without rounding errors.

```lean
/-- The leapfrog (second-order differencing) rule
`ψ (n+2) = ψ n - 2 i dt H ψ (n+1)` for the Schrödinger equation. -/
def IsLeapfrog (H : V →L[ℂ] V) (dt : ℝ) (ψ : ℕ → V) : Prop :=
  ∀ n, ψ (n + 2) = ψ n - (2 * I * (dt : ℂ)) • H (ψ (n + 1))
```

The function `leapfrogNorm` is $Q$, with the earlier state first. Despite its name, it is a quadratic form on pairs of states.

```lean
/-- The leapfrog norm of two successive states `a` (earlier) and `b` (later):
`‖b‖² + ‖a‖² - 2 dt Im ⟨b, H a⟩`. -/
def leapfrogNorm (H : V →L[ℂ] V) (dt : ℝ) (a b : V) : ℝ :=
  ‖b‖ ^ 2 + ‖a‖ ^ 2 - 2 * dt * (inner ℂ b (H a)).im
```

## Conservation from Hermiticity

The hypothesis `IsSymmetric` says $\langle Ha,b\rangle=\langle a,Hb\rangle$. In the proof, `h1` and `h2` are the two expansions above, and `h3` is the sign change from Hermiticity.

```lean
/-- For Hermitian `H`, one leapfrog step leaves the leapfrog norm unchanged. -/
theorem leapfrogNorm_step (H : V →L[ℂ] V) (hH : (H : V →ₗ[ℂ] V).IsSymmetric)
    (dt : ℝ) (a b : V) :
    leapfrogNorm H dt b (a - (2 * I * (dt : ℂ)) • H b) = leapfrogNorm H dt a b := by
  have hre : ∀ z : ℂ, RCLike.re ((2 * I * (dt : ℂ)) * z) = -2 * dt * z.im := by
    intro z
    change ((2 * I * (dt : ℂ)) * z).re = _
    simp only [Complex.mul_re, Complex.mul_im, Complex.I_re, Complex.I_im,
      Complex.ofReal_re, Complex.ofReal_im, Complex.re_ofNat, Complex.im_ofNat]
    ring
  have hn : ‖(2 * I * (dt : ℂ))‖ ^ 2 = 4 * dt ^ 2 := by
    rw [Complex.sq_norm, Complex.normSq_apply]
    simp only [Complex.mul_re, Complex.mul_im, Complex.I_re, Complex.I_im,
      Complex.ofReal_re, Complex.ofReal_im, Complex.re_ofNat, Complex.im_ofNat]
    ring
  -- the squared norm of the new state
  have h1 : ‖a - (2 * I * (dt : ℂ)) • H b‖ ^ 2
      = ‖a‖ ^ 2 + 4 * dt * (inner ℂ a (H b)).im + 4 * dt ^ 2 * ‖H b‖ ^ 2 := by
    rw [@norm_sub_sq ℂ, inner_smul_right, norm_smul, mul_pow, hn, hre]
    ring
  have hself : inner ℂ (H b) (H b) = ((‖H b‖ ^ 2 : ℝ) : ℂ) := by
    rw [inner_self_eq_norm_sq_to_K]
    norm_cast
  -- the cross term of the new pair
  have h2 : (inner ℂ (a - (2 * I * (dt : ℂ)) • H b) (H b)).im
      = (inner ℂ a (H b)).im + 2 * dt * ‖H b‖ ^ 2 := by
    rw [inner_sub_left, inner_smul_left, hself]
    simp only [Complex.sub_im, Complex.mul_re, Complex.mul_im, Complex.conj_re,
      Complex.conj_im, Complex.I_re, Complex.I_im,
      Complex.ofReal_re, Complex.ofReal_im, Complex.re_ofNat, Complex.im_ofNat]
    ring
  -- Hermiticity exchanges the two states at the price of a sign
  have h3 : (inner ℂ a (H b)).im = -(inner ℂ b (H a)).im := by
    have hs : inner ℂ (H a) b = inner ℂ a (H b) := hH a b
    rw [← hs, ← inner_conj_symm (H a) b, Complex.conj_im]
  unfold leapfrogNorm
  rw [h1, h2, h3]
  ring
```

Induction carries the one-step identity along the trajectory. Neither theorem restricts the sign of $dt$.

```lean
/-- Along a leapfrog trajectory of a Hermitian `H` the leapfrog norm keeps its
initial value at every step. -/
theorem leapfrogNorm_conserved (H : V →L[ℂ] V) (hH : (H : V →ₗ[ℂ] V).IsSymmetric)
    (dt : ℝ) (ψ : ℕ → V) (hψ : IsLeapfrog H dt ψ) (n : ℕ) :
    leapfrogNorm H dt (ψ n) (ψ (n + 1)) = leapfrogNorm H dt (ψ 0) (ψ 1) := by
  induction n with
  | zero => rfl
  | succ n ih =>
    rw [← ih, ← leapfrogNorm_step H hH dt (ψ n) (ψ (n + 1)), ← hψ n]
```

## The bound below threshold

The next lemma bounds $|Q-S|$. The square $(\|b\|-\|a\|)^2\ge0$ supplied to `nlinarith` gives the inequality between the product and the sum of squares.

```lean
/-- For `dt ≥ 0`, the leapfrog norm differs from the sum of the two squared norms by at most the
fraction `dt ‖H‖` of that sum. -/
theorem leapfrogNorm_close (H : V →L[ℂ] V) {dt : ℝ} (hdt : 0 ≤ dt) (a b : V) :
    |leapfrogNorm H dt a b - (‖b‖ ^ 2 + ‖a‖ ^ 2)|
      ≤ dt * ‖H‖ * (‖b‖ ^ 2 + ‖a‖ ^ 2) := by
  have him : |(inner ℂ b (H a)).im| ≤ ‖b‖ * (‖H‖ * ‖a‖) :=
    (Complex.abs_im_le_norm _).trans ((norm_inner_le_norm _ _).trans
      (mul_le_mul_of_nonneg_left (H.le_opNorm a) (norm_nonneg b)))
  have heq : leapfrogNorm H dt a b - (‖b‖ ^ 2 + ‖a‖ ^ 2)
      = -(2 * dt * (inner ℂ b (H a)).im) := by
    unfold leapfrogNorm
    ring
  have h2 : (0 : ℝ) ≤ 2 * dt := by linarith
  rw [heq, abs_neg, abs_mul, abs_of_nonneg h2]
  have h3 := mul_le_mul_of_nonneg_left him h2
  nlinarith [mul_nonneg (mul_nonneg hdt (norm_nonneg H)) (sq_nonneg (‖b‖ - ‖a‖))]
```

The stability proof clears the denominator using $1-s>0$, then combines the lower estimate at step $n$, the upper estimate at step $0$ and conservation.

```lean
/-- Stability: for Hermitian `H` and `dt ≥ 0` with `s = dt ‖H‖ < 1`, the squared norms of two
successive states of a leapfrog trajectory add up to at most `(1 + s) / (1 - s)` times their initial
sum, at all steps. -/
theorem leapfrog_stable (H : V →L[ℂ] V) (hH : (H : V →ₗ[ℂ] V).IsSymmetric)
    {dt : ℝ} (hdt : 0 ≤ dt) (hs : dt * ‖H‖ < 1)
    (ψ : ℕ → V) (hψ : IsLeapfrog H dt ψ) (n : ℕ) :
    ‖ψ n‖ ^ 2 + ‖ψ (n + 1)‖ ^ 2
      ≤ (1 + dt * ‖H‖) / (1 - dt * ‖H‖) * (‖ψ 0‖ ^ 2 + ‖ψ 1‖ ^ 2) := by
  have hc := leapfrogNorm_conserved H hH dt ψ hψ n
  have hn := (abs_le.mp (leapfrogNorm_close H hdt (ψ n) (ψ (n + 1)))).1
  have h0 := (abs_le.mp (leapfrogNorm_close H hdt (ψ 0) (ψ 1))).2
  rw [div_mul_eq_mul_div, le_div_iff₀ (by linarith)]
  nlinarith
```

## Growing modes at and above threshold

Substituting $z^nv$ reduces the recurrence to the quadratic equation for $z$.

```lean
/-- On an eigenvector `v` of energy `E`, the sequence `zⁿ v` is a leapfrog
trajectory whenever `z² = 1 - 2 i dt E z`. -/
theorem eigenmode_isLeapfrog (H : V →L[ℂ] V) (dt E : ℝ) (v : V)
    (hv : H v = (E : ℂ) • v) (z : ℂ) (hz : z ^ 2 = 1 - 2 * I * dt * E * z) :
    IsLeapfrog H dt (fun n => z ^ n • v) := by
  intro n
  change z ^ (n + 2) • v = z ^ n • v - (2 * I * (dt : ℂ)) • H (z ^ (n + 1) • v)
  rw [map_smul, hv, smul_smul, smul_smul, ← sub_smul]
  congr 1
  linear_combination z ^ n * hz
```

To select the root of larger modulus for either sign of $x$, the proof writes $w=\sigma(|x|+r)$, with $\sigma=\pm1$ the sign and $r=\sqrt{x^2-1}$.

```lean
/-- If `|dt E| ≥ 1`, some leapfrog trajectory on the eigenvector has its norm
multiplied by `|dt E| + √((dt E)² - 1)` at each step. -/
theorem exists_geometric_mode (H : V →L[ℂ] V) (dt E : ℝ) (v : V)
    (hv : H v = (E : ℂ) • v) (hE : 1 ≤ |dt * E|) :
    ∃ ψ : ℕ → V, IsLeapfrog H dt ψ ∧
      ∀ n, ‖ψ n‖ = (|dt * E| + √((dt * E) ^ 2 - 1)) ^ n * ‖v‖ := by
  have hA : |dt * E| ^ 2 = (dt * E) ^ 2 := sq_abs _
  have hr : √((dt * E) ^ 2 - 1) ^ 2 = (dt * E) ^ 2 - 1 :=
    Real.sq_sqrt (by nlinarith)
  have hr0 := Real.sqrt_nonneg ((dt * E) ^ 2 - 1)
  -- the sign of dt E
  obtain ⟨σ, h1, h2, h3⟩ : ∃ σ : ℝ, σ ^ 2 = 1 ∧ |σ| = 1 ∧ σ * |dt * E| = dt * E := by
    rcases le_total 0 (dt * E) with h | h
    · exact ⟨1, by norm_num, by norm_num, by rw [abs_of_nonneg h, one_mul]⟩
    · exact ⟨-1, by norm_num, by norm_num, by rw [abs_of_nonpos h]; ring⟩
  generalize √((dt * E) ^ 2 - 1) = r at *
  -- the root of larger modulus of w² - 2 dt E w + 1 = 0 (the double root if |dt E| = 1)
  obtain ⟨w, hwdef⟩ : ∃ w : ℝ, w = σ * (|dt * E| + r) := ⟨_, rfl⟩
  have hw : w ^ 2 = 2 * (dt * E) * w - 1 := by
    rw [hwdef]
    linear_combination 2 * σ * (|dt * E| + r) * h3 + σ ^ 2 * hr - σ ^ 2 * hA - h1
  have hwC : (w : ℂ) ^ 2 = 2 * ((dt : ℂ) * E) * w - 1 := by exact_mod_cast hw
  have habs : |w| = |dt * E| + r := by
    rw [hwdef, abs_mul, h2, one_mul, abs_of_nonneg (by linarith)]
  refine ⟨fun n => (-I * (w : ℂ)) ^ n • v,
    eigenmode_isLeapfrog H dt E v hv _ ?_, fun n => ?_⟩
  · linear_combination ((w : ℂ) ^ 2 - 2 * dt * E * w) * Complex.I_sq - hwC
  · rw [norm_smul, norm_pow, norm_mul, norm_neg, Complex.norm_I, one_mul,
      Complex.norm_real, Real.norm_eq_abs, habs]
```

At threshold, the linear mode starts from $\psi_0=0$ and $\psi_1=zv$. The zero vector is not a physical state, but adding the bounded trajectory $z^nv$ gives $(n+1)z^nv$, which starts from $v$ and also grows linearly.

```lean
/-- At the threshold `|dt E| = 1`, some leapfrog trajectory on the eigenvector
has a norm that grows linearly with the number of steps. -/
theorem exists_linear_mode (H : V →L[ℂ] V) (dt E : ℝ) (v : V)
    (hv : H v = (E : ℂ) • v) (hE : |dt * E| = 1) :
    ∃ ψ : ℕ → V, IsLeapfrog H dt ψ ∧ ∀ n, ‖ψ n‖ = n * ‖v‖ := by
  have ha : (dt * E) ^ 2 = 1 := by rw [← sq_abs, hE, one_pow]
  have haC : ((dt : ℂ) * E) ^ 2 = 1 := by exact_mod_cast ha
  obtain ⟨z, hzdef⟩ : ∃ z : ℂ, z = -I * ((dt * E : ℝ) : ℂ) := ⟨_, rfl⟩
  have hza : I * dt * E = -z := by rw [hzdef]; push_cast; ring
  have hz : z ^ 2 = -1 := by
    rw [hzdef]
    push_cast
    linear_combination ((dt : ℂ) * E) ^ 2 * Complex.I_sq - haC
  have hzn : ‖z‖ = 1 := by
    rw [hzdef, norm_mul, norm_neg, Complex.norm_I, one_mul, Complex.norm_real,
      Real.norm_eq_abs, hE]
  refine ⟨fun n => ((n : ℂ) * z ^ n) • v, fun n => ?_, fun n => ?_⟩
  · change (((n + 2 : ℕ) : ℂ) * z ^ (n + 2)) • v = ((n : ℂ) * z ^ n) • v
      - (2 * I * (dt : ℂ)) • H ((((n + 1 : ℕ) : ℂ) * z ^ (n + 1)) • v)
    rw [map_smul, hv, smul_smul, smul_smul, ← sub_smul]
    congr 1
    push_cast
    linear_combination 2 * ((n : ℂ) + 1) * z ^ (n + 1) * hza - (n : ℂ) * z ^ n * hz
  · rw [norm_smul, norm_mul, norm_pow, hzn, one_pow, mul_one, Complex.norm_natCast]
```

The final theorem splits $|x|\ge1$ into equality and strict inequality. It provides one trajectory with diverging norm; other initial data may remain bounded. It also needs an actual eigenvector, which a bounded Hermitian operator in infinite dimension may lack.

```lean
/-- Instability: if `H` has an eigenvalue `E` with `|dt E| ≥ 1`, there is a
leapfrog trajectory whose norm tends to infinity. -/
theorem leapfrog_unstable (H : V →L[ℂ] V) (dt E : ℝ) (v : V) (hv0 : v ≠ 0)
    (hv : H v = (E : ℂ) • v) (hE : 1 ≤ |dt * E|) :
    ∃ ψ : ℕ → V, IsLeapfrog H dt ψ ∧ Tendsto (fun n => ‖ψ n‖) atTop atTop := by
  have hpos : 0 < ‖v‖ := norm_pos_iff.mpr hv0
  rcases hE.eq_or_lt with h | h
  · obtain ⟨ψ, hψ, hn⟩ := exists_linear_mode H dt E v hv h.symm
    refine ⟨ψ, hψ, ?_⟩
    simp only [hn]
    exact tendsto_natCast_atTop_atTop.atTop_mul_const hpos
  · obtain ⟨ψ, hψ, hn⟩ := exists_geometric_mode H dt E v hv hE
    refine ⟨ψ, hψ, ?_⟩
    simp only [hn]
    have hg : 1 < |dt * E| + √((dt * E) ^ 2 - 1) := by
      linarith [Real.sqrt_nonneg ((dt * E) ^ 2 - 1)]
    exact (tendsto_pow_atTop_atTop_of_one_lt hg).atTop_mul_const hpos

end

end LeapfrogPropagation
```

```lean
#print axioms LeapfrogPropagation.leapfrogNorm_conserved
#print axioms LeapfrogPropagation.leapfrog_stable
#print axioms LeapfrogPropagation.leapfrog_unstable
```

```
'LeapfrogPropagation.leapfrogNorm_conserved' depends on axioms: [propext, Classical.choice, Quot.sound]
'LeapfrogPropagation.leapfrog_stable' depends on axioms: [propext, Classical.choice, Quot.sound]
'LeapfrogPropagation.leapfrog_unstable' depends on axioms: [propext, Classical.choice, Quot.sound]
```
